# Ground-state energies from truncated regular expansions are lower bounds when the potential is non-positive and the exact energy is inserted

## An energy with an error of unknown sign

Cut a relativistic Hamiltonian's expansion at some order and diagonalise it, and you get an energy. Without an error bound, that number does not tell you whether it lies above or below the exact one, or whether the next term will improve it. The variational principle alone does not settle this, because the truncation changes the operator and not only the trial space.

For the regular expansion of a one-electron Dirac problem in finite matrix form, both questions have an answer for a bound ground state if the potential is non-positive and the exact energy is inserted in the expansion. At order zero, where no energy enters, this places the ZORA (zeroth-order regular approximation) ground energy at or below the exact one of the same matrix problem and limits the gap.

## Eliminating the small component

Let φ be the large and χ the small component, with energies measured from the rest energy, in atomic units. In orthonormal bases, with the small-component basis chosen so that its potential matrix is diagonal, the Dirac equation reads

A φ + c B† χ = E φ
c B φ + (v − 2c²) χ = E χ

Here A is the potential in the large-component basis, B represents σ·p, c is the speed of light, and v is diagonal with entries v_i, the potential seen by the small component. The second line gives χ_i = c (Bφ)_i / (2c² − v_i + E), and the first becomes

H φ = E φ, with H = A + B† K B and K_i = c² / (2c² − v_i + E).

H contains the energy that it is supposed to deliver. The regular expansion treats E as small against 2c² − v_i, which stays large near a nucleus, where v_i is strongly negative. Through order N it gives

K_i(N) = Σ_{j=0}^{N} c² (−E)^j / (2c² − v_i)^(j+1).

## What is bounded, and under which conditions

Let A be Hermitian, v_i ≤ 0 for all i, and −2c² < E < 0. Let E be the lowest eigenvalue of the H built with E itself, and e_N the lowest eigenvalue of A + B† K(N) B. Then e_N never decreases with N, and

0 ≤ E − e_N ≤ (|E| / 2c²)^(N+1) ‖B† K B‖.

The condition v_i ≤ 0 holds whenever the potential nowhere rises above the chosen zero of energy. If the potential vanishes at large distance, the window for E selects a bound state above the negative-energy continuum. The zero matters: a constant shift of potential and energy together leaves K unchanged but alters K(N).

In Lean, `n` indexes the large-component basis and `m` the small-component one. `exactK` is K, `regularK` is K(N), and `kinetic B k` is B† k B for any real diagonal k. `IsLowestEigenvalue M e` says that e is the least real number with a nonzero eigenvector of M. `opNorm` is the operator norm on Euclidean space.

The self-consistent E and the eigenvalues `e N` enter as hypotheses, `hEl` and `he`. For a Hermitian matrix of positive size a lowest eigenvalue always exists, but a self-consistent E is a real assumption. `A` and `v` need not come from the same potential.

For N ≥ 1 the expansion uses the exact E, so e_N is not the energy of a scheme that determines its own energy at that order. The norm also depends on the basis, and it grows as higher momenta are resolved, so in a large basis the upper bound can far exceed the actual error. At order zero, the bounds concern the matrix B† K(0) B built from the v_i. A ZORA code that integrates c²/(2c² − V) over space, with V the potential, can have a different kinetic matrix if the small-component basis is incomplete.

## Comparing two kinetic factors

Three facts are needed. First, let M be Hermitian with lowest eigenvalue e, and expand y in orthonormal eigenvectors u_a with eigenvalues λ_a:

y†My = Σ_a λ_a |u_a†y|² ≥ e y†y.

Second, for a real diagonal k,

x†B†kBx = Σ_i k_i |(Bx)_i|².

Third, by the Cauchy–Schwarz inequality, x†Mx ≤ ‖x‖ ‖Mx‖ ≤ ‖M‖ x†x.

Now take real factors k, k' and κ with k'_i ≤ k_i + δ κ_i and δ ≥ 0. Let e and e' be the lowest eigenvalues of A + B†kB and A + B†k'B, and let x be a ground vector of the first, not necessarily normalised. Used as a trial vector for the second, it gives

e' x†x ≤ x†(A + B†k'B)x
 ≤ x†(A + B†kB)x + δ x†B†κBx
 ≤ (e + δ ‖B†κB‖) x†x.

Dividing by x†x > 0 leaves e' ≤ e + δ ‖B†κB‖.

## The geometric remainder and the three bounds

Write D_i = 2c² − v_i and q_i = −E/D_i. Then K_i = (c²/D_i)/(1 − q_i), and the finite geometric sum is

K_i(N) = (c²/D_i)(1 − q_i^(N+1))/(1 − q_i) = (1 − q_i^(N+1)) K_i.

Hence K_i − K_i(N) = q_i^(N+1) K_i. Since v_i ≤ 0, we have D_i ≥ 2c², so 0 < q_i ≤ |E|/2c² < 1, and K_i > 0. The comparison is applied three times:

- K_i(N) ≤ K_i(N+1), because the added term is non-negative. With δ = 0 this gives e_N ≤ e_{N+1}.
- K_i(N) ≤ K_i, because the remainder is non-negative. With δ = 0 this gives e_N ≤ E.
- K_i ≤ K_i(N) + (|E|/2c²)^(N+1) K_i. With κ = K this gives the upper bound on E − e_N.

As |E|/2c² < 1, it follows that e_N tends to E for a fixed matrix problem, a limit that the Lean file does not state.

## One orbital, two small components

The following numbers are chosen for easy arithmetic and do not describe a real atom: in atomic units c is much larger than 1. Take c = 1, E = −1, v = (0, −1), B the column (1, 1) and A = −5/2. Then K = (1, 1/2), so B†KB = 3/2 and H = −5/2 + 3/2 = −1, which is E as required.

At order zero K(0) = (1/2, 1/3), with sum 5/6. At order one the terms 1/4 and 1/9 are added, and the sum is 43/36. Therefore

e_0 = −5/2 + 5/6 = −5/3, error 2/3, bound (1/2)(3/2) = 3/4
e_1 = −5/2 + 43/36 = −47/36, error 11/36 ≈ 0.306, bound (1/4)(3/2) = 3/8

The energies rise towards −1 and respect the bound. If the second small component is removed and A is set to −2, the error is (1/2)^(N+1) and equals the bound at every order.

## The Lean file

```lean
import Mathlib

open Matrix Finset
open scoped ComplexOrder

namespace HigherRegularApproximation

noncomputable section

variable {m n : Type*} [Fintype m] [DecidableEq m] [Fintype n] [DecidableEq n]

/-- The real number `e` is the lowest among the real eigenvalues of the matrix `M`. -/
def IsLowestEigenvalue (M : Matrix n n ℂ) (e : ℝ) : Prop :=
  IsLeast {r : ℝ | ∃ x : n → ℂ, x ≠ 0 ∧ M *ᵥ x = (r : ℂ) • x} e

/-- The operator norm of a matrix acting on Euclidean space. -/
def opNorm (M : Matrix n n ℂ) : ℝ := ‖toEuclideanCLM (n := n) (𝕜 := ℂ) M‖

/-- The relativistic kinetic term `B† k B` with a real diagonal factor `k`. -/
def kinetic (B : Matrix m n ℂ) (k : m → ℝ) : Matrix n n ℂ :=
  Bᴴ * diagonal (fun i => (k i : ℂ)) * B

/-- The two-component Hamiltonian `A + B† k B`. -/
def hamiltonian (A : Matrix n n ℂ) (B : Matrix m n ℂ) (k : m → ℝ) : Matrix n n ℂ :=
  A + kinetic B k

/-- The exact energy-dependent factor `c² / (2c² - v + E)`, for `2c² - v + E ≠ 0`. -/
def exactK (c : ℝ) (v : m → ℝ) (E : ℝ) (i : m) : ℝ := c ^ 2 / (2 * c ^ 2 - v i + E)

/-- The regular expansion of the exact factor in powers of `-E / (2c² - v)`, kept through
order `N`, for `2c² - v ≠ 0`. -/
def regularK (c : ℝ) (v : m → ℝ) (E : ℝ) (N : ℕ) (i : m) : ℝ :=
  ∑ j ∈ range (N + 1), c ^ 2 * (-E) ^ j / (2 * c ^ 2 - v i) ^ (j + 1)

/-- Rayleigh bound: no expectation value of a Hermitian matrix lies below its lowest
eigenvalue times the squared length of the vector. -/
theorem rayleigh_bound {M : Matrix n n ℂ} (hM : M.IsHermitian) {e : ℝ}
    (he : IsLowestEigenvalue M e) (y : n → ℂ) :
    e * (star y ⬝ᵥ y).re ≤ (star y ⬝ᵥ M *ᵥ y).re := by
  have hS : (M - (e : ℂ) • (1 : Matrix n n ℂ)).IsHermitian := hM.sub (by
    rw [IsHermitian, conjTranspose_smul, conjTranspose_one]
    exact congrArg (· • (1 : Matrix n n ℂ)) (Complex.conj_ofReal e))
  -- the shifted matrix has no negative eigenvalue
  have hP : (M - (e : ℂ) • (1 : Matrix n n ℂ)).PosSemidef := by
    refine hS.posSemidef_iff_eigenvalues_nonneg.mpr ?_
    intro i
    have h := hS.mulVec_eigenvectorBasis i
    rw [sub_mulVec, smul_mulVec, one_mulVec, sub_eq_iff_eq_add] at h
    have hl : e ≤ e + hS.eigenvalues i := he.2 ⟨(hS.eigenvectorBasis i).ofLp,
      fun h0 => hS.eigenvectorBasis.orthonormal.ne_zero i (by ext j; exact congrFun h0 j), by
        rw [h]
        ext j
        simp only [Pi.add_apply, Pi.smul_apply, Complex.real_smul, smul_eq_mul,
          Complex.ofReal_add]
        ring⟩
    show (0 : ℝ) ≤ hS.eigenvalues i
    linarith
  have h := hP.dotProduct_mulVec_nonneg y
  rw [sub_mulVec, smul_mulVec, one_mulVec, dotProduct_sub, dotProduct_smul] at h
  have h' := (Complex.le_def.1 h).1
  simp only [smul_eq_mul, Complex.zero_re, Complex.sub_re, Complex.re_ofReal_mul] at h'
  linarith

omit [DecidableEq n] in
/-- The expectation value of `B† k B` is the sum of `k i` times the squared modulus of
the `i`-th component of `B x`. -/
theorem kinetic_expectation (B : Matrix m n ℂ) (k : m → ℝ) (x : n → ℂ) :
    (star x ⬝ᵥ kinetic B k *ᵥ x).re = ∑ i, k i * Complex.normSq ((B *ᵥ x) i) := by
  rw [kinetic, ← mulVec_mulVec, ← mulVec_mulVec, dotProduct_mulVec, ← star_mulVec]
  simp only [dotProduct, mulVec_diagonal, Complex.re_sum]
  refine sum_congr rfl fun i _ => ?_
  simp only [Pi.star_apply, Complex.star_def, Complex.mul_re, Complex.mul_im, Complex.conj_re,
    Complex.conj_im, Complex.ofReal_re, Complex.ofReal_im, Complex.normSq_apply]
  ring

omit [DecidableEq n] in
/-- The squared length `x† x` is the square of the Euclidean norm. -/
theorem re_dotProduct_self (x : n → ℂ) :
    (star x ⬝ᵥ x).re = ‖WithLp.toLp 2 x‖ ^ 2 := by
  rw [dotProduct_comm]
  exact inner_self_eq_norm_sq (𝕜 := ℂ) (WithLp.toLp 2 x)

/-- The real part of `x† M x` is at most the operator norm of `M` times the squared length of `x`.
-/
theorem expectation_le_opNorm (M : Matrix n n ℂ) (x : n → ℂ) :
    (star x ⬝ᵥ M *ᵥ x).re ≤ opNorm M * (star x ⬝ᵥ x).re := by
  have h : star x ⬝ᵥ M *ᵥ x = inner ℂ (WithLp.toLp 2 x)
      (toEuclideanCLM (n := n) (𝕜 := ℂ) M (WithLp.toLp 2 x)) := by
    rw [dotProduct_comm]
    rfl
  rw [h, re_dotProduct_self, opNorm]
  calc _ ≤ _ := Complex.re_le_norm _
    _ ≤ _ := norm_inner_le_norm _ _
    _ ≤ ‖WithLp.toLp 2 x‖ * (‖toEuclideanCLM (n := n) (𝕜 := ℂ) M‖ * ‖WithLp.toLp 2 x‖) := by
        gcongr
        exact ContinuousLinearMap.le_opNorm _ _
    _ = _ := by ring

/-- For Hermitian `A`, if `k' ≤ k + δ κ` with `δ ≥ 0`, the lowest eigenvalue with factor `k'`
exceeds the one with factor `k` by at most `δ` times the operator norm of `B† κ B`. -/
theorem lowest_le {A : Matrix n n ℂ} (hA : A.IsHermitian) {B : Matrix m n ℂ}
    {k k' κ : m → ℝ} {δ e e' : ℝ} (hδ : 0 ≤ δ) (hk : ∀ i, k' i ≤ k i + δ * κ i)
    (he : IsLowestEigenvalue (hamiltonian A B k) e)
    (he' : IsLowestEigenvalue (hamiltonian A B k') e') :
    e' ≤ e + δ * opNorm (kinetic B κ) := by
  have hH : (hamiltonian A B k').IsHermitian :=
    hA.add (isHermitian_conjTranspose_mul_mul B (by
      rw [IsHermitian, diagonal_conjTranspose]
      exact congrArg diagonal (funext fun i => Complex.conj_ofReal (k' i))))
  -- the ground vector for `k` is a trial vector for `k'`
  obtain ⟨⟨x, hx, hxe⟩, _⟩ := he
  have hr := rayleigh_bound hH he' x
  have h := congrArg (fun z => (star x ⬝ᵥ z).re) hxe
  simp only [hamiltonian, add_mulVec, dotProduct_add, Complex.add_re, kinetic_expectation,
    dotProduct_smul, smul_eq_mul, Complex.re_ofReal_mul] at h hr
  have hn := expectation_le_opNorm (kinetic B κ) x
  rw [kinetic_expectation] at hn
  have hs : ∑ i, k' i * Complex.normSq ((B *ᵥ x) i) ≤
      ∑ i, k i * Complex.normSq ((B *ᵥ x) i) +
        δ * ∑ i, κ i * Complex.normSq ((B *ᵥ x) i) := by
    rw [mul_sum, ← sum_add_distrib]
    refine sum_le_sum fun i _ => ?_
    linarith [mul_le_mul_of_nonneg_right (hk i) (Complex.normSq_nonneg ((B *ᵥ x) i))]
  have hp : 0 < (star x ⬝ᵥ x).re := by
    rw [re_dotProduct_self]
    exact pow_pos (norm_pos_iff.2 fun h0 => hx (congrArg WithLp.ofLp h0)) 2
  refine le_of_mul_le_mul_right ?_ hp
  linarith [mul_le_mul_of_nonneg_left hn hδ]

omit [Fintype m] [DecidableEq m] in
/-- The error of the expansion through order `N` is the exact factor times
`(-E / (2c² - v))^(N+1)`, provided neither denominator vanishes. -/
theorem regularK_remainder {c E : ℝ} {v : m → ℝ} {i : m} (hD : 2 * c ^ 2 - v i ≠ 0)
    (hDE : 2 * c ^ 2 - v i + E ≠ 0) (N : ℕ) :
    exactK c v E i - regularK c v E N i =
      (-E / (2 * c ^ 2 - v i)) ^ (N + 1) * exactK c v E i := by
  unfold exactK regularK
  generalize 2 * c ^ 2 - v i = D at *
  have key : c ^ 2 / (D + E) * (1 - -E / D) = c ^ 2 / D := by
    have h1 : 1 - -E / D = (D + E) / D := by
      rw [neg_div, sub_neg_eq_add, add_div, div_self hD]
    rw [h1, div_mul_div_comm, mul_comm (c ^ 2), mul_div_mul_left _ _ hDE]
  have term (j : ℕ) : c ^ 2 * (-E) ^ j / D ^ (j + 1) = (-E / D) ^ j * (c ^ 2 / D) := by
    rw [div_pow, div_mul_div_comm, ← pow_succ, mul_comm (c ^ 2)]
  simp only [term]
  induction N with
  | zero =>
    rw [sum_range_one]
    linear_combination key
  | succ N ih =>
    rw [sum_range_succ]
    linear_combination ih + (-E / D) ^ (N + 1) * key

/-- Let `A` be Hermitian, `v ≤ 0`, and let `E`, with `-2c² < E < 0`, be the lowest eigenvalue
of the Hamiltonian built with `E` itself. The lowest eigenvalues `e N` of the truncated
Hamiltonians never fall as `N` grows, stay at or below `E`, and miss it by at most
`(|E| / 2c²)^(N+1)` times the operator norm of the exact kinetic term. -/
theorem regular_energy_bounds {A : Matrix n n ℂ} (hA : A.IsHermitian) {B : Matrix m n ℂ}
    {c E : ℝ} {v : m → ℝ} (hv : ∀ i, v i ≤ 0) (hE : -(2 * c ^ 2) < E) (hE0 : E < 0)
    (hEl : IsLowestEigenvalue (hamiltonian A B (exactK c v E)) E) {e : ℕ → ℝ}
    (he : ∀ N, IsLowestEigenvalue (hamiltonian A B (regularK c v E N)) (e N)) :
    Monotone e ∧ ∀ N, 0 ≤ E - e N ∧
      E - e N ≤ (|E| / (2 * c ^ 2)) ^ (N + 1) * opNorm (kinetic B (exactK c v E)) := by
  have hc : 0 < 2 * c ^ 2 := by linarith
  have hD (i : m) : 0 < 2 * c ^ 2 - v i := by linarith [hv i]
  have hDE (i : m) : 0 < 2 * c ^ 2 - v i + E := by linarith [hv i]
  have hK (i : m) : 0 ≤ exactK c v E i := div_nonneg (sq_nonneg c) (hDE i).le
  have hq (i : m) : 0 ≤ -E / (2 * c ^ 2 - v i) := div_nonneg (by linarith) (hD i).le
  have hr (N : ℕ) (i : m) := regularK_remainder (hD i).ne' (hDE i).ne' N
  refine ⟨monotone_nat_of_le_succ fun N => ?_, fun N => ⟨?_, ?_⟩⟩
  · -- each further term of the expansion is nonnegative
    have h := lowest_le hA (κ := 0) le_rfl (fun i => ?_) (he (N + 1)) (he N)
    · linarith
    · have ht : 0 ≤ c ^ 2 * (-E) ^ (N + 1) / (2 * c ^ 2 - v i) ^ (N + 1 + 1) :=
        div_nonneg (mul_nonneg (sq_nonneg c) (pow_nonneg (by linarith) _))
          (pow_nonneg (hD i).le _)
      have hs : regularK c v E (N + 1) i = regularK c v E N i +
          c ^ 2 * (-E) ^ (N + 1) / (2 * c ^ 2 - v i) ^ (N + 1 + 1) := sum_range_succ _ _
      linarith
  · have h := lowest_le hA (κ := 0) le_rfl (fun i => ?_) hEl (he N)
    · linarith
    · linarith [hr N i, mul_nonneg (pow_nonneg (hq i) (N + 1)) (hK i)]
  · -- the relative remainder is bounded by its value at zero potential
    have h := lowest_le hA (κ := exactK c v E) (δ := (|E| / (2 * c ^ 2)) ^ (N + 1))
      (by positivity) (fun i => ?_) (he N) hEl
    · linarith
    · have hle : -E / (2 * c ^ 2 - v i) ≤ |E| / (2 * c ^ 2) := by
        rw [abs_of_neg hE0]
        exact div_le_div_of_nonneg_left (by linarith) hc (by linarith [hv i])
      linarith [hr N i,
        mul_le_mul_of_nonneg_right (pow_le_pow_left₀ (hq i) hle (N + 1)) (hK i)]

end

end HigherRegularApproximation
```

```lean
#print axioms HigherRegularApproximation.regular_energy_bounds
```

```
'HigherRegularApproximation.regular_energy_bounds' depends on axioms: [propext, Classical.choice, Quot.sound]
```

## From the Rayleigh bound to the energy bounds

`rayleigh_bound` replaces the eigenvector expansion by a shift. An eigenvector of M − e with eigenvalue λ is an eigenvector of M with eigenvalue e + λ, so minimality gives e ≤ e + λ and hence λ ≥ 0. The shifted matrix is therefore positive semidefinite, and its non-negative expectation value is the required inequality.

`kinetic_expectation` moves B† onto the left vector and compares the sums term by term. `re_dotProduct_self` identifies x†x with the squared Euclidean norm. `expectation_le_opNorm` then follows the chain in its `calc` block: a real part is at most the modulus, Cauchy–Schwarz bounds the inner product, and the operator norm bounds the length of Mx.

`lowest_le` is the comparison of two kinetic factors. The `obtain` line extracts the ground vector x, and `congrArg` turns its eigenvalue equation into an equation between expectation values. The inequality `hs` sums the assumption on the factors with weights |(Bx)_i|², and `le_of_mul_le_mul_right` cancels the positive x†x.

`regularK_remainder` proves the remainder formula by induction on N, where the derivation above used the closed geometric sum. Its identity `key` says K_i(1 − q_i) = c²/D_i. This settles N = 0, and multiplied by q_i^(N+1) it accounts for each new term. The lemma needs only non-vanishing denominators, with no sign conditions.

`regular_energy_bounds` first derives the signs of D_i, D_i + E, K_i and q_i from the hypotheses. It then calls `lowest_le` three times, in the order of the list above. The first two calls set κ = 0 and δ = 0. The third takes κ = K, and its inequality `hle` is q_i ≤ |E|/2c², the step where v_i ≤ 0 makes the bound independent of i.
